# A rotor matrix preserves all four Wang spaces exactly when it is symmetric under k → −k and does not mix even with odd k

For a rotor of fixed integer angular momentum J, the declaration `wangSymmetric_iff` concerns a complex matrix H indexed by the body-fixed projections k = −J, …, J, not assumed Hermitian. It says that H is unchanged when both of its indices change sign, and has no entries between even and odd k, exactly when H maps each of four spaces into itself. These spaces hold the amplitudes, not necessarily normalised, that live on even k or on odd k and are either symmetric or antisymmetric under k → −k. The forward direction is an earlier lemma; for the converse, the attempt applies H to the basis vector at l plus or minus the one at −l, and combines the resulting equations to recover the conditions on the entries of H.

In Lean, a first try:

```lean
import Mathlib

open Matrix

noncomputable section

namespace WangFactorization

/-- The body-fixed projections `k = -J, ..., J` of a rotor with angular momentum `J`. -/
abbrev Idx (J : ℕ) := {k : ℤ // k ∈ Finset.Icc (-(J : ℤ)) (J : ℤ)}

variable {J : ℕ}

/-- Reflection of the projection, `k ↦ -k`. -/
def mirror (k : Idx J) : Idx J :=
  ⟨-k.1, by
    have h := Finset.mem_Icc.1 k.2
    exact Finset.mem_Icc.2 ⟨by omega, by omega⟩⟩

/-- Reflecting the projection twice gives it back. -/
theorem mirror_mirror : Function.Involutive (mirror (J := J)) :=
  fun k => Subtype.ext (neg_neg k.1)

/-- Amplitudes supported on `k` with `k % 2 = p` and obeying `v (-k) = s * v k`. -/
def wangSpace (J : ℕ) (p : ℤ) (s : ℂ) : Submodule ℂ (Idx J → ℂ) where
  carrier := {v | (∀ k, k.1 % 2 ≠ p → v k = 0) ∧ ∀ k, v (mirror k) = s * v k}
  add_mem' := by
    rintro v w ⟨hv, hv'⟩ ⟨hw, hw'⟩
    exact ⟨fun k hk => by simp [hv k hk, hw k hk], fun k => by simp [hv', hw', mul_add]⟩
  zero_mem' := ⟨fun _ _ => rfl, fun _ => by simp⟩
  smul_mem' := by
    rintro c v ⟨hv, hv'⟩
    refine ⟨fun k hk => by simp [hv k hk], fun k => ?_⟩
    change c * v (mirror k) = s * (c * v k)
    rw [hv']
    ring

/-- `H` is unchanged when both projections are reflected, and does not couple
projections that differ by an odd number. -/
def WangSymmetric (H : Matrix (Idx J) (Idx J) ℂ) : Prop :=
  (∀ k l, H (mirror k) (mirror l) = H k l) ∧ ∀ k l, (k.1 - l.1) % 2 ≠ 0 → H k l = 0

/-- A Hamiltonian with both symmetries maps each space of fixed parity and
reflection sign into itself. -/
theorem mulVec_mem {H : Matrix (Idx J) (Idx J) ℂ} (hH : WangSymmetric H) (p : ℤ) (s : ℂ)
    {v : Idx J → ℂ} (hv : v ∈ wangSpace J p s) : H *ᵥ v ∈ wangSpace J p s := by
  obtain ⟨h1, h2⟩ := hv
  refine ⟨fun k hk => ?_, fun k => ?_⟩
  · change ∑ l, H k l * v l = 0
    refine Finset.sum_eq_zero fun l _ => ?_
    by_cases hl : l.1 % 2 = p
    · rw [hH.2 k l (by omega), zero_mul]
    · rw [h1 l hl, mul_zero]
  · change ∑ l, H (mirror k) l * v l = s * ∑ l, H k l * v l
    rw [Finset.mul_sum]
    -- sum over reflected projections instead
    refine (Equiv.sum_comp mirror_mirror.toPerm
      (fun l => H (mirror k) l * v l)).symm.trans (Finset.sum_congr rfl fun l _ => ?_)
    change H (mirror k) (mirror l) * v (mirror l) = s * (H k l * v l)
    rw [hH.1, h2]
    ring

/-- A matrix preserves all four spaces exactly when it is reflection symmetric and
does not couple even with odd projections. -/
theorem wangSymmetric_iff (H : Matrix (Idx J) (Idx J) ℂ) :
    WangSymmetric H ↔ ∀ p ∈ ({0, 1} : Set ℤ), ∀ s ∈ ({1, -1} : Set ℂ),
      ∀ v ∈ wangSpace J p s, H *ᵥ v ∈ wangSpace J p s := by
  refine ⟨fun hH p _ s _ v hv => mulVec_mem hH p s hv, fun h => ?_⟩
  -- apply H to the symmetrised basis vectors
  have key : ∀ l : Idx J, ∀ s ∈ ({1, -1} : Set ℂ),
      (fun k => H k l + s * H k (mirror l)) ∈ wangSpace J (l.1 % 2) s := by
    intro l s hs
    have hss : s * s = 1 := by rcases hs with rfl | rfl <;> norm_num
    have hm : (Pi.single l 1 + s • Pi.single (mirror l) 1 : Idx J → ℂ) ∈
        wangSpace J (l.1 % 2) s := by
      refine ⟨fun k hk => ?_, fun k => ?_⟩
      · have a : k ≠ l := by
          rintro rfl
          exact hk rfl
        have b : k ≠ mirror l := by
          rintro rfl
          apply hk
          change (-l.1) % 2 = l.1 % 2
          omega
        simp [Pi.single_apply, a, b]
      · have a : mirror k = l ↔ k = mirror l :=
          ⟨fun e => by rw [← e, mirror_mirror k], fun e => by rw [e, mirror_mirror l]⟩
        have b : mirror k = mirror l ↔ k = l := mirror_mirror.injective.eq_iff
        simp only [Pi.add_apply, Pi.smul_apply, Pi.single_apply, smul_eq_mul, a, b]
        split_ifs <;> first | ring | linear_combination -hss
    have hp : l.1 % 2 ∈ ({0, 1} : Set ℤ) := by
      rcases Int.emod_two_eq_zero_or_one l.1 with e | e <;> rw [e] <;> simp
    have h3 := h _ hp s hs _ hm
    convert h3 using 1
    ext k
    simp [Matrix.mulVec_add, Matrix.mulVec_smul]
  refine ⟨fun k l => ?_, fun k l hkl => ?_⟩
  · obtain ⟨-, p2⟩ := key l 1 (by simp)
    obtain ⟨-, m2⟩ := key l (-1) (by simp)
    have a : H (mirror k) l + 1 * H (mirror k) (mirror l)
        = 1 * (H k l + 1 * H k (mirror l)) := p2 k
    have b : H (mirror k) l + -1 * H (mirror k) (mirror l)
        = -1 * (H k l + -1 * H k (mirror l)) := m2 k
    linear_combination (a - b) / 2
  · obtain ⟨p1, -⟩ := key l 1 (by simp)
    obtain ⟨m1, -⟩ := key l (-1) (by simp)
    have a : H k l + 1 * H k (mirror l) = 0 := p1 k (by omega)
    have b : H k l + -1 * H k (mirror l) = 0 := m1 k (by omega)
    linear_combination (a + b) / 2

end WangFactorization
```

Compiling this gives:

```
Try this:
  [apply] ring_nf
  
  The `ring` tactic failed to close the goal. Use `ring_nf` to obtain a normal form.
    
  Note that `ring` works primarily in *commutative* rings. If you have a noncommutative ring, abelian group or module, consider using `noncomm_ring`, `abel` or `module` instead.
Try this:
  [apply] ring_nf
  
  The `ring` tactic failed to close the goal. Use `ring_nf` to obtain a normal form.
    
  Note that `ring` works primarily in *commutative* rings. If you have a noncommutative ring, abelian group or module, consider using `noncomm_ring`, `abel` or `module` instead.
Main.lean:86:6: error: unsolved goals
case pos
J : ℕ
H : Matrix (Idx J) (Idx J) ℂ
h : ∀ p ∈ {0, 1}, ∀ s ∈ {1, -1}, ∀ v ∈ wangSpace J p s, H *ᵥ v ∈ wangSpace J p s
l : Idx J
s : ℂ
hs : s ∈ {1, -1}
hss : s * s = 1
k : Idx J
a : mirror k = l ↔ k = mirror l
b : mirror k = mirror l ↔ k = l
h✝¹ : k = mirror l
h✝ : k = l
⊢ 1 + s = s + s ^ 2

case neg
J : ℕ
H : Matrix (Idx J) (Idx J) ℂ
h : ∀ p ∈ {0, 1}, ∀ s ∈ {1, -1}, ∀ v ∈ wangSpace J p s, H *ᵥ v ∈ wangSpace J p s
l : Idx J
s : ℂ
hs : s ∈ {1, -1}
hss : s * s = 1
k : Idx J
a : mirror k = l ↔ k = mirror l
b : mirror k = mirror l ↔ k = l
h✝¹ : k = mirror l
h✝ : ¬k = l
⊢ 1 = s ^ 2
Main.lean:85:14: warning: This simp argument is unused:
  Pi.single_apply

Hint: Omit it from the simp argument list.
  [apply] simp [a, b]

Note: This linter can be disabled with `set_option linter.unusedSimpArgs false`
```

Cause. The error arises in showing that the symmetrised basis vector has reflection sign `s`. `split_ifs` splits this into cases, and the two left unsolved, `1 + s = s + s ^ 2` and `1 = s ^ 2`, need the hypothesis `hss : s * s = 1`. `ring` does not use hypotheses, so it cannot prove them. The line was meant to fall back on `linear_combination -hss`, but `first` moves to its next alternative only if the current one fails. When `ring` cannot close a goal it tries `ring_nf`, which here rewrote the goal without closing it and so counted as a success. The two "Try this" messages report this, and `linear_combination` was never reached.

The repair replaces `ring` with `ring1`, which fails unless it closes the goal. In these two cases `first` therefore goes on to `linear_combination -hss`, which closes them.

Dropping `Pi.single_apply` from the earlier `simp` call is mere tidying: it answers the warning that this argument was unused.

The change, after which it compiles:

```diff
@@ -83,10 +83,10 @@
           change (-l.1) % 2 = l.1 % 2
           omega
-        simp [Pi.single_apply, a, b]
+        simp [a, b]
       · have a : mirror k = l ↔ k = mirror l :=
           ⟨fun e => by rw [← e, mirror_mirror k], fun e => by rw [e, mirror_mirror l]⟩
         have b : mirror k = mirror l ↔ k = l := mirror_mirror.injective.eq_iff
         simp only [Pi.add_apply, Pi.smul_apply, Pi.single_apply, smul_eq_mul, a, b]
-        split_ifs <;> first | ring | linear_combination -hss
+        split_ifs <;> first | ring1 | linear_combination -hss
     have hp : l.1 % 2 ∈ ({0, 1} : Set ℤ) := by
       rcases Int.emod_two_eq_zero_or_one l.1 with e | e <;> rw [e] <;> simp
```
